# The gradient of a Casida excitation energy needs no derivatives of the amplitudes

To relax a molecule in an excited state with time-dependent density functional theory, a program needs the slope of the excitation energy w along each nuclear coordinate s. With analytic gradients, it solves the Casida equation at the current geometry, keeps the excitation amplitude X and the de-excitation amplitude Y, and in effect contracts them with the derivatives of the response matrices A and B. It solves no equation for dX/ds or dY/ds. This step is justified below for real, finite response matrices that are symmetric at the geometry in question, with amplitudes that are continuous there.

In such a calculation, A contains the orbital-energy differences on its diagonal together with coupling elements, and B contains coupling elements only. The amplitudes are scaled so that ⟨X,X⟩ − ⟨Y,Y⟩ = 1, where ⟨·,·⟩ is the real dot product. With a prime for d/ds, the program evaluates

w' = ⟨X,A'X⟩ + ⟨Y,A'Y⟩ + ⟨X,B'Y⟩ + ⟨Y,B'X⟩

and adds the ground-state gradient to obtain the slope of the excited-state energy. A' and B' are total derivatives, so they include the change of the Kohn–Sham orbitals with s. That orbital response still has to be accounted for; only the response of X and Y drops out. Programs usually do not compute the orbital derivatives for each coordinate. They rearrange the sum so that the solution of one additional linear equation for the state, the Z-vector equation, replaces the solution of a separate orbital-response equation for each coordinate.

## From two geometries to the derivative

The Casida equation reads

AX + BY = wX
BX + AY = −wY.

Put P = X + Y, Q = X − Y, M = A + B and K = A − B. The sum and the difference of the two lines are

MP = wQ
KQ = wP,

and the normalisation becomes ⟨P,Q⟩ = ⟨X,X⟩ − ⟨Y,Y⟩ = 1.

Fix a geometry s₀ and mark quantities there by a subscript 0; quantities without it belong to a nearby s. Pair the first equation at s with P₀, and use the symmetry of M₀:

⟨P₀,MP⟩ = w⟨P₀,Q⟩
⟨P₀,M₀P⟩ = ⟨P,M₀P₀⟩ = w₀⟨Q₀,P⟩.

In the same way, with K₀ symmetric,

⟨Q₀,KQ⟩ = w⟨Q₀,P⟩
⟨Q₀,K₀Q⟩ = ⟨Q,K₀Q₀⟩ = w₀⟨P₀,Q⟩.

Subtract within each pair and add the results:

(w − w₀)(⟨P₀,Q⟩ + ⟨Q₀,P⟩) = ⟨P₀,(M − M₀)P⟩ + ⟨Q₀,(K − K₀)Q⟩.

This identity is exact for any separation of the two geometries. Now divide by s − s₀ and let s → s₀. The matrix quotients tend to M' and K', while P and Q tend to P₀ and Q₀ by continuity. The overlap factor on the left tends to 2⟨P₀,Q₀⟩ = 2, so it is nonzero near s₀ and may be divided out. Hence w is differentiable at s₀, with

w' = (⟨P₀,M'P₀⟩ + ⟨Q₀,K'Q₀⟩)/2.

Inserting P₀ = X₀ + Y₀, Q₀ = X₀ − Y₀, M' = A' + B' and K' = A' − B' gives

½[⟨X₀+Y₀,A'(X₀+Y₀)⟩ + ⟨X₀−Y₀,A'(X₀−Y₀)⟩] = ⟨X₀,A'X₀⟩ + ⟨Y₀,A'Y₀⟩
½[⟨X₀+Y₀,B'(X₀+Y₀)⟩ − ⟨X₀−Y₀,B'(X₀−Y₀)⟩] = ⟨X₀,B'Y₀⟩ + ⟨Y₀,B'X₀⟩,

whose sum is the formula used by the program.

## Response matrices and amplitudes in Lean

The finite type `n` labels the transitions from occupied to virtual orbitals. It is the same for all s, so the number of transitions does not change along the path, although the orbitals may.

```lean
import Mathlib

open Matrix Filter Topology

namespace CasidaGradient

noncomputable section

variable {n : Type*} [Fintype n]
```

An amplitude is a function `n → ℝ`, `*ᵥ` applies a matrix to a vector, and `⬝ᵥ` is the dot product. The first definition records the coupled equations for P and Q.

```lean
/-- The coupled response equations `M P = w Q` and `K Q = w P` for the excitation energy `w`
and the amplitudes `P`, `Q`. -/
def IsResponsePair (M K : Matrix n n ℝ) (w : ℝ) (P Q : n → ℝ) : Prop :=
  M *ᵥ P = w • Q ∧ K *ᵥ Q = w • P
```

The second records the Casida equation, which is the starting point here and is not derived from the time-dependent Kohn–Sham equations. The matrices do not take w as an argument, as in the adiabatic approximation, where the exchange-correlation kernel is independent of frequency.

```lean
/-- The Casida equation for the excitation amplitude `X` and the de-excitation amplitude `Y`:
`A X + B Y = w X` and `B X + A Y = -w Y`. -/
def IsCasidaSolution (A B : Matrix n n ℝ) (w : ℝ) (X Y : n → ℝ) : Prop :=
  A *ᵥ X + B *ᵥ Y = w • X ∧ B *ᵥ X + A *ᵥ Y = -(w • Y)
```

## The exact identity between two geometries

Symmetry enters through one lemma, which exchanges the two vectors in a matrix element.

```lean
/-- A symmetric response matrix can be moved from one amplitude to the other. -/
theorem dotProduct_mulVec_symm {M : Matrix n n ℝ} (hM : M.IsSymm) (x y : n → ℝ) :
    x ⬝ᵥ M *ᵥ y = y ⬝ᵥ M *ᵥ x := by
  rw [Matrix.dotProduct_mulVec, ← Matrix.mulVec_transpose, hM.eq, dotProduct_comm]
```

The next theorem is the finite-difference identity. Only the reference matrices `M₀` and `K₀` have to be symmetric, and no normalisation is required.

```lean
/-- Exact finite-difference identity: the change of excitation energy between two systems,
times the cross overlap of their amplitudes, is the change of the response matrices taken
between these amplitudes. The matrices of the reference system are symmetric. -/
theorem finite_difference {M₀ K₀ M K : Matrix n n ℝ} {w₀ w : ℝ} {P₀ Q₀ P Q : n → ℝ}
    (hM : M₀.IsSymm) (hK : K₀.IsSymm)
    (h₀ : IsResponsePair M₀ K₀ w₀ P₀ Q₀) (h : IsResponsePair M K w P Q) :
    (w - w₀) * (P₀ ⬝ᵥ Q + Q₀ ⬝ᵥ P) =
      P₀ ⬝ᵥ (M - M₀) *ᵥ P + Q₀ ⬝ᵥ (K - K₀) *ᵥ Q := by
  simp only [Matrix.sub_mulVec, dotProduct_sub]
  -- let the reference matrices act on the reference amplitudes
  rw [dotProduct_mulVec_symm hM P₀ P, dotProduct_mulVec_symm hK Q₀ Q,
    h.1, h.2, h₀.1, h₀.2]
  simp only [dotProduct_smul, smul_eq_mul]
  rw [dotProduct_comm P Q₀, dotProduct_comm Q P₀]
  ring
```

After the differences are expanded, the first `rw` lets `M₀` and `K₀` act on the reference amplitudes and replaces every matrix-vector product by means of the response equations. What remains is an identity between numbers, which `ring` closes.

## The limit with continuous amplitudes

The matrix derivative is taken entry by entry: `hM'` says that each element of M has the derivative `M' i j` at `s₀`. The filter `𝓝[≠] s₀` describes s approaching `s₀` without being equal to it.

```lean
/-- For a matrix differentiable at `s₀` and an amplitude continuous there, the difference quotient
of the matrix, taken between the amplitude at `s₀` and at `s`, tends to `⟨P, M' P⟩` with `P` at
`s₀`. -/
theorem tendsto_difference_quotient {M : ℝ → Matrix n n ℝ} {M' : Matrix n n ℝ}
    {P : ℝ → n → ℝ} {s₀ : ℝ}
    (hM' : ∀ i j, HasDerivAt (fun s => M s i j) (M' i j) s₀) (hP : ContinuousAt P s₀) :
    Tendsto (fun s => (s - s₀)⁻¹ * (P s₀ ⬝ᵥ (M s - M s₀) *ᵥ P s)) (𝓝[≠] s₀)
      (𝓝 (P s₀ ⬝ᵥ M' *ᵥ P s₀)) := by
  have hPj : ∀ j, Tendsto (fun s => P s j) (𝓝[≠] s₀) (𝓝 (P s₀ j)) := fun j =>
    (tendsto_pi_nhds.mp hP.tendsto j).mono_left nhdsWithin_le_nhds
  have h : Tendsto (fun s => ∑ i, P s₀ i * ∑ j, slope (fun t => M t i j) s₀ s * P s j)
      (𝓝[≠] s₀) (𝓝 (∑ i, P s₀ i * ∑ j, M' i j * P s₀ j)) :=
    tendsto_finsetSum _ fun i _ => tendsto_const_nhds.mul
      (tendsto_finsetSum _ fun j _ =>
        (hasDerivAt_iff_tendsto_slope.mp (hM' i j)).mul (hPj j))
  simp only [dotProduct, Matrix.mulVec]
  refine h.congr fun s => ?_
  simp only [Finset.mul_sum, slope_def_field, Matrix.sub_apply]
  refine Finset.sum_congr rfl fun i _ => Finset.sum_congr rfl fun j _ => ?_
  ring
```

The proof writes the matrix element as a double sum. Each term is a fixed component of P₀, times the `slope` of a matrix element, times a component of P(s), and each factor converges. The remaining lines identify this sum with the quotient in the statement.

In the gradient theorem, `h` requires the response equations for all s near `s₀`. Symmetry, continuity and normalisation are required only at `s₀` itself. Differentiability of w belongs to the conclusion, and P and Q need not be differentiable.

```lean
/-- Excitation-energy gradient: if the response equations hold near `s₀`, the response matrices
are differentiable and symmetric at `s₀`, and the amplitudes are continuous there with
`⟨P, Q⟩ = 1`, then `w` is differentiable at `s₀` and `w' = (⟨P, M' P⟩ + ⟨Q, K' Q⟩) / 2`. -/
theorem hasDerivAt_excitationEnergy {M K : ℝ → Matrix n n ℝ} {M' K' : Matrix n n ℝ}
    {w : ℝ → ℝ} {P Q : ℝ → n → ℝ} {s₀ : ℝ}
    (hM' : ∀ i j, HasDerivAt (fun s => M s i j) (M' i j) s₀)
    (hK' : ∀ i j, HasDerivAt (fun s => K s i j) (K' i j) s₀)
    (hP : ContinuousAt P s₀) (hQ : ContinuousAt Q s₀)
    (hM : (M s₀).IsSymm) (hK : (K s₀).IsSymm)
    (h : ∀ᶠ s in 𝓝 s₀, IsResponsePair (M s) (K s) (w s) (P s) (Q s))
    (hN : P s₀ ⬝ᵥ Q s₀ = 1) :
    HasDerivAt w ((P s₀ ⬝ᵥ M' *ᵥ P s₀ + Q s₀ ⬝ᵥ K' *ᵥ Q s₀) / 2) s₀ := by
  have dot : ∀ {R : ℝ → n → ℝ}, ContinuousAt R s₀ → ∀ v : n → ℝ,
      Tendsto (fun s => v ⬝ᵥ R s) (𝓝[≠] s₀) (𝓝 (v ⬝ᵥ R s₀)) := by
    intro R hR v
    simp only [dotProduct]
    exact tendsto_finsetSum _ fun i _ => tendsto_const_nhds.mul
      ((tendsto_pi_nhds.mp hR.tendsto i).mono_left nhdsWithin_le_nhds)
  -- the cross overlap tends to twice the normalisation
  have h2 : Tendsto (fun s => P s₀ ⬝ᵥ Q s + Q s₀ ⬝ᵥ P s) (𝓝[≠] s₀) (𝓝 2) := by
    have h3 := (dot hQ (P s₀)).add (dot hP (Q s₀))
    rw [dotProduct_comm (Q s₀) (P s₀), hN, one_add_one_eq_two] at h3
    exact h3
  have lim : Tendsto (fun s => ((s - s₀)⁻¹ * (P s₀ ⬝ᵥ (M s - M s₀) *ᵥ P s) +
      (s - s₀)⁻¹ * (Q s₀ ⬝ᵥ (K s - K s₀) *ᵥ Q s)) / (P s₀ ⬝ᵥ Q s + Q s₀ ⬝ᵥ P s))
      (𝓝[≠] s₀) (𝓝 ((P s₀ ⬝ᵥ M' *ᵥ P s₀ + Q s₀ ⬝ᵥ K' *ᵥ Q s₀) / 2)) :=
    ((tendsto_difference_quotient hM' hP).add
      (tendsto_difference_quotient hK' hQ)).div h2 two_ne_zero
  rw [hasDerivAt_iff_tendsto_slope]
  refine lim.congr' ?_
  filter_upwards [h.filter_mono nhdsWithin_le_nhds, h2.eventually_ne two_ne_zero] with s hs hne
  -- the finite-difference identity turns this quotient into the slope of `w`
  have key := finite_difference hM hK h.self_of_nhds hs
  rw [slope_def_field, div_eq_iff hne, ← mul_add, ← key]
  ring
```

Here `h2` is the limit 2 of the overlap factor, and `lim` is the limit of the right-hand side of the identity divided by s − s₀ and by that factor. Wherever the factor is nonzero, `key` turns the quotient into the slope of w.

Continuity means that one state is followed with a consistent sign, whereas an eigensolver may return either sign at each geometry. This does no harm in a calculation, because w and the gradient formula are unchanged when X and Y both change sign. With no condition linking the amplitudes at different s, the conclusion can fail. Take M = K = diag(1+s, 1−s), and let P = Q be the first unit vector for s ≥ 0 and the second for s < 0. Then w = 1 + |s|, which has a kink at the crossing s = 0.

## Back to excitation and de-excitation amplitudes

The change of variables works in both directions.

```lean
/-- The Casida equation for `X`, `Y` is equivalent to the coupled response equations with
`M = A + B`, `K = A - B`, `P = X + Y` and `Q = X - Y`. -/
theorem casida_iff_responsePair {A B : Matrix n n ℝ} {w : ℝ} {X Y : n → ℝ} :
    IsCasidaSolution A B w X Y ↔ IsResponsePair (A + B) (A - B) w (X + Y) (X - Y) := by
  simp only [IsCasidaSolution, IsResponsePair, Matrix.add_mulVec, Matrix.sub_mulVec,
    Matrix.mulVec_add, Matrix.mulVec_sub]
  constructor
  · rintro ⟨h1, h2⟩
    constructor
    · linear_combination (norm := module) h1 + h2
    · linear_combination (norm := module) h1 - h2
  · rintro ⟨h1, h2⟩
    constructor
    · linear_combination (norm := module) (1 / 2 : ℝ) • h1 + (1 / 2 : ℝ) • h2
    · linear_combination (norm := module) (1 / 2 : ℝ) • h1 - (1 / 2 : ℝ) • h2
```

From left to right, the proof adds and subtracts the two Casida equations; from right to left, it takes half the sum and half the difference.

The gradient then follows in the variables of the Casida equation, under the normalisation ⟨X,X⟩ − ⟨Y,Y⟩ = 1 at `s₀`.

```lean
/-- Gradient in Casida's variables: if the Casida equation holds near `s₀`, `A` and `B` are
differentiable and symmetric at `s₀`, and `X`, `Y` are continuous there with
`⟨X, X⟩ - ⟨Y, Y⟩ = 1`, then `w' = ⟨X, A' X⟩ + ⟨Y, A' Y⟩ + ⟨X, B' Y⟩ + ⟨Y, B' X⟩`. -/
theorem hasDerivAt_casida {A B : ℝ → Matrix n n ℝ} {A' B' : Matrix n n ℝ}
    {w : ℝ → ℝ} {X Y : ℝ → n → ℝ} {s₀ : ℝ}
    (hA' : ∀ i j, HasDerivAt (fun s => A s i j) (A' i j) s₀)
    (hB' : ∀ i j, HasDerivAt (fun s => B s i j) (B' i j) s₀)
    (hX : ContinuousAt X s₀) (hY : ContinuousAt Y s₀)
    (hA : (A s₀).IsSymm) (hB : (B s₀).IsSymm)
    (h : ∀ᶠ s in 𝓝 s₀, IsCasidaSolution (A s) (B s) (w s) (X s) (Y s))
    (hN : X s₀ ⬝ᵥ X s₀ - Y s₀ ⬝ᵥ Y s₀ = 1) :
    HasDerivAt w (X s₀ ⬝ᵥ A' *ᵥ X s₀ + Y s₀ ⬝ᵥ A' *ᵥ Y s₀ +
      X s₀ ⬝ᵥ B' *ᵥ Y s₀ + Y s₀ ⬝ᵥ B' *ᵥ X s₀) s₀ := by
  have hPQ : (X s₀ + Y s₀) ⬝ᵥ (X s₀ - Y s₀) = 1 := by
    simp only [add_dotProduct, dotProduct_sub]
    rw [dotProduct_comm (Y s₀) (X s₀)]
    linarith
  refine (hasDerivAt_excitationEnergy (M := fun s => A s + B s) (K := fun s => A s - B s)
    (M' := A' + B') (K' := A' - B') (P := fun s => X s + Y s) (Q := fun s => X s - Y s)
    (fun i j => (hA' i j).fun_add (hB' i j)) (fun i j => (hA' i j).fun_sub (hB' i j))
    (hX.add hY) (hX.sub hY) (hA.add hB) (hA.sub hB)
    (h.mono fun s hs => casida_iff_responsePair.mp hs) hPQ).congr_deriv ?_
  simp only [Matrix.add_mulVec, Matrix.sub_mulVec, Matrix.mulVec_add, Matrix.mulVec_sub,
    add_dotProduct, sub_dotProduct, dotProduct_add, dotProduct_sub]
  ring
```

`hPQ` converts the normalisation into ⟨P,Q⟩ = 1. The previous gradient theorem is applied to the sums and differences, and the final `simp only` and `ring` carry out the expansion of the A' and B' terms shown above.

## Two coupled transitions with varying amplitudes

A small model shows the formula at work. Its matrix M has diagonal elements 2e⁴ˢ and off-diagonal elements e⁴ˢ.

```lean
/-- A model response matrix for two coupled transitions, growing as `exp (4 s)`. -/
def modelM (s : ℝ) : Matrix (Fin 2) (Fin 2) ℝ := Real.exp s ^ 4 • !![2, 1; 1, 2]
```

The matrix K is constant, with diagonal elements 8 and off-diagonal elements 4. The amplitudes are P = e⁻ˢ(1,1) and Q = ½eˢ(1,1), and the excitation energy is w = 6e²ˢ.

```lean
/-- In the two-transition model with `M = modelM`, constant `K`, `w = 6 exp (2 s)` and amplitudes
that vary with `s`, `M` has the derivative `4 M` at `s₀`, the amplitudes are continuous there, `M`
at `s₀` and `K` are symmetric, the response equations hold for every `s`, and `⟨P, Q⟩ = 1` at `s₀`.
-/
theorem hasDerivAt_excitationEnergy_witness (s₀ : ℝ) :
    (∀ i j, HasDerivAt (fun s => modelM s i j) (((4 : ℝ) • modelM s₀) i j) s₀) ∧
    ContinuousAt (fun (s : ℝ) (_ : Fin 2) => (Real.exp s)⁻¹) s₀ ∧
    ContinuousAt (fun (s : ℝ) (_ : Fin 2) => Real.exp s / 2) s₀ ∧
    (modelM s₀).IsSymm ∧ (!![8, 4; 4, 8] : Matrix (Fin 2) (Fin 2) ℝ).IsSymm ∧
    (∀ s, IsResponsePair (modelM s) !![8, 4; 4, 8] (6 * Real.exp s ^ 2)
      (fun _ => (Real.exp s)⁻¹) (fun _ => Real.exp s / 2)) ∧
    (fun _ : Fin 2 => (Real.exp s₀)⁻¹) ⬝ᵥ (fun _ => Real.exp s₀ / 2) = 1 := by
  refine ⟨fun i j => ?_, ?_, ?_, ?_, ?_, fun s => ?_, ?_⟩
  · simp only [modelM, Matrix.smul_apply, smul_eq_mul]
    refine (((Real.hasDerivAt_exp s₀).fun_pow 4).mul_const _).congr_deriv ?_
    simp only [Nat.cast_ofNat, Nat.reduceSub]
    ring
  · exact (continuous_pi fun _ =>
      Real.continuous_exp.inv₀ fun s => Real.exp_ne_zero s).continuousAt
  · exact (continuous_pi fun _ => Real.continuous_exp.div_const 2).continuousAt
  · ext i j
    fin_cases i <;> fin_cases j <;> simp [modelM]
  · ext i j
    fin_cases i <;> fin_cases j <;> simp
  · have hx := Real.exp_ne_zero s
    unfold IsResponsePair
    constructor <;> ext i <;> fin_cases i <;>
      simp [modelM, Matrix.mulVec, dotProduct, Fin.sum_univ_succ] <;> field_simp <;> norm_num
  · have hx := Real.exp_ne_zero s₀
    simp only [dotProduct, Fin.sum_univ_two]
    field_simp
    norm_num

end

end CasidaGradient
```

The theorem confirms the derivative M' = 4M, continuity, symmetry, the response equations for every s, and ⟨P,Q⟩ = 1. The one hypothesis it does not list is the derivative of K, which is zero because K is constant. The gradient formula therefore gives

w' = ½⟨P,4MP⟩ = 2w⟨P,Q⟩ = 12e²ˢ,

in agreement with differentiating 6e²ˢ directly. Both amplitudes change with s, yet their derivatives were not used.

```lean
#print axioms CasidaGradient.hasDerivAt_excitationEnergy
-- 'CasidaGradient.hasDerivAt_excitationEnergy' depends on axioms: [propext, Classical.choice, Quot.sound]
#print axioms CasidaGradient.hasDerivAt_casida
-- 'CasidaGradient.hasDerivAt_casida' depends on axioms: [propext, Classical.choice, Quot.sound]
```
